# The Lindhard logarithm agrees with its fifth-order expansion to within 4|x|⁷ for |x| ≤ 1/2

The logarithm ln|(1 + x)/(1 − x)| appears in the static Lindhard response function of the non-interacting electron gas. The lemma concerns this logarithm alone, for a real number x with |x| ≤ 1/2, and defines neither the gas nor its response. It states that the logarithm differs from 2x + 2x³/3 + 2x⁵/5 by at most 4|x|⁷. The attempt first bounds the error of the sixth-order expansion of ln(1 − t) by 2|t|⁷ when |t| ≤ 1/2. It then uses this bound at t = x and t = −x and takes the difference, in which the even powers cancel.

As first written in Lean, the proof fails:

```lean
import Mathlib

open Filter Topology

namespace LogExpansion

noncomputable section

/-- For `|x| ≤ 1/2` the Lindhard logarithm equals its fifth-order expansion up to `4 |x|⁷`. -/
theorem log_expansion {x : ℝ} (hx : |x| ≤ 1 / 2) :
    |Real.log |(1 + x) / (1 - x)| - (2 * x + 2 * x ^ 3 / 3 + 2 * x ^ 5 / 5)|
      ≤ 4 * |x| ^ 7 := by
  have key : ∀ t : ℝ, |t| ≤ 1 / 2 →
      |t + t ^ 2 / 2 + t ^ 3 / 3 + t ^ 4 / 4 + t ^ 5 / 5 + t ^ 6 / 6 + Real.log (1 - t)|
        ≤ 2 * |t| ^ 7 := by
    intro t ht
    have h := Real.abs_log_sub_add_sum_range_le (x := t) (by linarith) 6
    have hs : ∑ i ∈ Finset.range 6, t ^ (i + 1) / ((i : ℝ) + 1) =
        t + t ^ 2 / 2 + t ^ 3 / 3 + t ^ 4 / 4 + t ^ 5 / 5 + t ^ 6 / 6 := by
      simp only [Finset.sum_range_succ, Finset.sum_range_zero]
      push_cast
      ring
    rw [hs] at h
    refine h.trans ?_
    rw [div_le_iff₀ (by linarith)]
    nlinarith [mul_nonneg (pow_nonneg (abs_nonneg t) 7) (by linarith : 0 ≤ 1 - 2 * |t|)]
  have h1 := abs_le.mp (key x hx)
  have h2 := key (-x) (by rwa [abs_neg])
  rw [abs_neg, sub_neg_eq_add] at h2
  have h3 := abs_le.mp h2
  have hb := abs_le.mp hx
  rw [Real.log_abs, Real.log_div (by linarith) (by linarith), abs_le]
  constructor <;> linarith [h1.1, h1.2, h3.1, h3.2]

end

end LogExpansion
```

The compiler's answer:

```
Main.lean:26:4: error: linarith failed to find a contradiction
x : ℝ
hx : |x| ≤ 1 / 2
t : ℝ
ht : |t| ≤ 1 / 2
h : |t + t ^ 2 / 2 + t ^ 3 / 3 + t ^ 4 / 4 + t ^ 5 / 5 + t ^ 6 / 6 + Real.log (1 - t)| ≤ |t| ^ (6 + 1) / (1 - |t|)
hs : ∑ i ∈ Finset.range 6, t ^ (i + 1) / (↑i + 1) = t + t ^ 2 / 2 + t ^ 3 / 3 + t ^ 4 / 4 + t ^ 5 / 5 + t ^ 6 / 6
a✝ : 2 * |t| ^ 7 * (1 - |t|) < |t| ^ (6 + 1)
⊢ False
failed
```

This version goes through:

```diff
@@ -24,4 +24,5 @@
     refine h.trans ?_
     rw [div_le_iff₀ (by linarith)]
+    rw [show 6 + 1 = 7 from rfl]
     nlinarith [mul_nonneg (pow_nonneg (abs_nonneg t) 7) (by linarith : 0 ≤ 1 - 2 * |t|)]
   have h1 := abs_le.mp (key x hx)
```

What went wrong. The error comes from the `nlinarith` call that finishes the bound on ln(1 − t); the message names `linarith` because `nlinarith` runs it after adding products of hypotheses. The inequality left to prove is true, and the supplied hint, that |t|⁷(1 − 2|t|) is nonnegative, is exactly what it needs.

The trouble is the exponent. Mathlib's bound was used with 6 terms, so its remainder contains `|t| ^ (6 + 1)`, and the negated goal in the message still has that form. When `linarith` reads the terms of an inequality, it expands a power only if the exponent is a plain numeral. It therefore took `|t| ^ (6 + 1)` as an unknown quantity unrelated to `|t| ^ 7`, and the hint could not be combined with the goal.

The added line, `rw [show 6 + 1 = 7 from rfl]`, turns the exponent into `7`. Both sides of the goal and the hint then use the same power of |t|, and the unchanged `nlinarith` call succeeds.
